# For a free spherical wave and an s-wave scatterer, the plane-wave approximation misses an out-and-back phase of $l(l+1)/(kR)$ to leading order

Take a simple model of EXAFS: a free photoelectron leaves the absorbing atom with angular momentum $l\ge1$ and meets a neighbour that scatters only s waves. If the wave is treated as plane both when it reaches the neighbour and when it comes back to the absorber, the interference phase comes out wrong. The error changes with the wave number $k$, so a distance read from the slope of the phase is wrong too. For a p wave with $k = 4\ \text{Å}^{-1}$ and a neighbour at $R = 2.5\ \text{Å}$, the missing phase in this model is about $0.2$ rad, and the distance read from the slope at that $k$ comes out about $0.025$ Å too short.

## The curved-wave factor and its equation

Let $l$ be the angular momentum of the photoelectron about the absorbing atom, and let $x = kR$. The outgoing free radial wave is $u(x) = e^{ix}c_l(x)$, with

$$c_l(x)=\sum_{s=0}^{l} a_s z^s,\qquad a_s=\frac{(l+s)!}{s!\,(l-s)!},\qquad z=\frac{i}{2x}.$$

The plane-wave approximation sets $c_l = 1$. Two claims are to be shown: $u$ solves $u'' + \left(1 - l(l+1)/x^2\right)u = 0$ for $x>0$, and $x\,(c_l(x)^2-1)\to i\,l(l+1)$ as $x\to\infty$.

Differentiating the product twice gives $u'' = e^{ix}(c_l''+2ic_l'-c_l)$, so the radial equation is equivalent to

$$c_l''+2ic_l'-\frac{l(l+1)}{x^2}c_l=0.$$

Since $dz/dx = -i/(2x^2) = 2iz^2$, each power obeys $(z^s)' = 2is\,z^{s+1}$ and $(z^s)'' = -4s(s+1)z^{s+2}$. Also $1/x^2=-4z^2$. The left-hand side therefore equals

$$-4\sum_{s=0}^{l}a_s\Big\{\big[s(s+1)-l(l+1)\big]z^{s+2}+s\,z^{s+1}\Big\}.$$

The factorials give, for $s<l$,

$$(s+1)\,a_{s+1}=(l+s+1)(l-s)\,a_s .$$

Because $s(s+1)-l(l+1)=-(l-s)(l+s+1)$, the summand with $s<l$ is $s\,a_s z^{s+1}-(s+1)a_{s+1}z^{s+2}$. These differences telescope: the terms with $s<n$ add up to $-n\,a_n z^{n+1}$ for every $n\le l$. At $s=l$ the square bracket vanishes and the summand is $l\,a_l z^{l+1}$, which cancels the partial sum for $n=l$. The total is zero.

## The error at large distance

Write $t=1/x$ and $F_l(t)=\sum_{s=0}^{l} a_s(it/2)^s$, so that $c_l(x)=F_l(1/x)$. Then $F_l(0)=a_0=1$. For $l\ge1$ the linear coefficient is $a_1\,i/2 = i\,l(l+1)/2$; for $l=0$ there is no linear term, and the same formula gives zero. Hence $F_l^2$ has slope $2F_l(0)F_l'(0)=i\,l(l+1)$ at $t=0$, and

$$x\,(c_l(x)^2-1)=\frac{F_l(t)^2-F_l(0)^2}{t}\;\longrightarrow\; i\,l(l+1).$$

The logarithm has derivative 1 at the value 1, so $x\log c_l(x)^2$ has the same limit. Its imaginary part gives $x\arg c_l^2\to l(l+1)$, and its real part gives $x\ln|c_l^2|\to0$. At order $1/x$ the error is a phase and leaves the amplitude alone.

The same argument applies when the electron leaves in channel $l$ and returns in channel $l'$. The product rule gives $x\,(c_lc_{l'}-1)\to \tfrac{i}{2}\left[l(l+1)+l'(l'+1)\right]$, which is $3i$ for an s–d cross term. The Lean development treats only the square.

## The factor in a single-scattering sum

For a neighbour that scatters only s waves, the single-scattering signal of a channel $l$ contains $e^{2ikR}c_l(kR)^2$ where the plane-wave formula has $e^{2ikR}$. For a K edge in the dipole approximation $l=1$ and $c_1(x)=1+i/x$, so at each grid point $k$ the path is multiplied by $(1+i/(kR))^2$. At $kR=10$ this is $0.99+0.20i$, with modulus $1.01$ and phase $2\arctan(0.1)\approx0.199$, against the leading estimate $0.2$. Half the $k$-derivative of the total propagation phase $2kR+2\arctan(1/(kR))$ is close to $R-1/(k^2R)$, which gives the shift of $0.025$ Å quoted above.

## Definitions in Lean

```lean
import Mathlib

open Complex Filter Topology

namespace EXAFSCurvedWave

noncomputable section
```

The coefficient $a_s$ is `coeff l s`, a complex number built from natural-number factorials.

```lean
/-- The coefficient `(l+s)! / (s! (l-s)!)` of the outgoing spherical wave, for `s ≤ l`. -/
def coeff (l s : ℕ) : ℂ :=
  ((l + s).factorial : ℂ) / ((s.factorial : ℂ) * ((l - s).factorial : ℂ))
```

The sum over `Finset.range (l + 1)` runs over $s=0,\dots,l$, where $l-s$ is the ordinary difference. The real argument `x` is the reduced distance $kR$, so $k$ is real and the electron suffers no inelastic loss.

```lean
/-- The curved-wave factor `c_l(x)` at reduced distance `x = kR`, for `x ≠ 0`. -/
def curvedFactor (l : ℕ) (x : ℝ) : ℂ :=
  ∑ s ∈ Finset.range (l + 1), coeff l s * (I / (2 * (x : ℂ))) ^ s
```

The sign in $e^{ix}$ fixes the outgoing convention for a time factor $e^{-i\omega t}$. The normalisation makes $c_l\to1$ far away, and the constant phase and the factor $1/x$ of the full spherical Hankel function are left out.

```lean
/-- The outgoing radial wave `u(x) = exp(ix) c_l(x)`, for `x ≠ 0`. -/
def outgoingWave (l : ℕ) (x : ℝ) : ℂ :=
  cexp (I * (x : ℂ)) * curvedFactor l x
```

The polynomial $F_l(t)$ is `farFactor l t`. It is defined at $t=0$, which stands for infinite distance.

```lean
/-- The curved-wave factor written as a polynomial in the inverse distance `t = 1/x`. -/
def farFactor (l : ℕ) (t : ℝ) : ℂ :=
  ∑ s ∈ Finset.range (l + 1), coeff l s * (I / 2 * (t : ℂ)) ^ s
```

## The recursion and the telescoping sum

The next theorem is the two-term recursion. The proof writes $l=s+1+d$, so that every factorial has an argument without subtraction, then peels off one factor from each and clears denominators.

```lean
/-- Neighbouring coefficients with `s < l` obey a two-term recursion. -/
theorem coeff_succ {l s : ℕ} (h : s < l) :
    ((s : ℂ) + 1) * coeff l (s + 1) = ((l : ℂ) + s + 1) * ((l : ℂ) - s) * coeff l s := by
  obtain ⟨d, rfl⟩ : ∃ d, l = s + 1 + d := ⟨l - (s + 1), by omega⟩
  have e1 : s + 1 + d - (s + 1) = d := by omega
  have e2 : s + 1 + d - s = d + 1 := by omega
  have e3 : s + 1 + d + (s + 1) = (s + 1 + d + s) + 1 := by omega
  have h1 : (s.factorial : ℂ) ≠ 0 := by exact_mod_cast s.factorial_ne_zero
  have h2 : (d.factorial : ℂ) ≠ 0 := by exact_mod_cast d.factorial_ne_zero
  have h3 : (s : ℂ) + 1 ≠ 0 := by exact_mod_cast s.succ_ne_zero
  have h4 : (d : ℂ) + 1 ≠ 0 := by exact_mod_cast d.succ_ne_zero
  unfold coeff
  rw [e1, e2, e3, Nat.factorial_succ (s + 1 + d + s), Nat.factorial_succ s,
    Nat.factorial_succ d]
  push_cast
  field_simp
  ring
```

The polynomial identity holds for every complex $z$, not only for $i/(2x)$. The inner statement `key` is the partial sum $-n\,a_nz^{n+1}$, proved by induction on $n$; each step uses the recursion multiplied by $z^{n+2}$. The final lines add the term $s=l$.

```lean
/-- For every complex `z`, the centrifugal and derivative terms of the equation for the curved-wave
factor, written in powers of `z` and divided by `-4`, sum to zero. -/
theorem centrifugal_balance (l : ℕ) (z : ℂ) :
    ∑ s ∈ Finset.range (l + 1), coeff l s *
      (((s : ℂ) * (s + 1) - l * (l + 1)) * z ^ (s + 2) + s * z ^ (s + 1)) = 0 := by
  -- the partial sums telescope
  have key : ∀ n ≤ l, ∑ s ∈ Finset.range n, coeff l s *
      (((s : ℂ) * (s + 1) - l * (l + 1)) * z ^ (s + 2) + s * z ^ (s + 1))
      = -((n : ℂ) * coeff l n * z ^ (n + 1)) := by
    intro n
    induction n with
    | zero => intro _; simp
    | succ n ih =>
      intro hn
      rw [Finset.sum_range_succ, ih (by omega)]
      push_cast
      linear_combination z ^ (n + 2) * coeff_succ (show n < l by omega)
  rw [Finset.sum_range_succ, key l le_rfl]
  ring
```

## The radial equation

First comes the rule $(z^s)'=2is\,z^{s+1}$. The quotient rule supplies $dz/dx=2iz^2$, with `I_sq` inserting $i^2=-1$, and the power rule does the rest.

```lean
/-- Derivative of a power of `z = i/(2x)` with respect to the distance `x ≠ 0`. -/
theorem hasDerivAt_inverse_pow (s : ℕ) {x : ℝ} (hx : x ≠ 0) :
    HasDerivAt (fun y : ℝ => (I / (2 * (y : ℂ))) ^ s)
      (2 * I * s * (I / (2 * (x : ℂ))) ^ (s + 1)) x := by
  have hid : HasDerivAt (fun y : ℝ => (y : ℂ)) 1 x := by
    simpa using (hasDerivAt_id x).ofReal_comp
  have hne : 2 * (x : ℂ) ≠ 0 := mul_ne_zero two_ne_zero (by exact_mod_cast hx)
  have hz : HasDerivAt (fun y : ℝ => I / (2 * (y : ℂ)))
      (2 * I * (I / (2 * (x : ℂ))) ^ 2) x := by
    refine ((hasDerivAt_const x I).fun_div (hid.const_mul 2) hne).congr_deriv ?_
    linear_combination (-(I / (2 * (x : ℂ) ^ 2))) * I_sq
  refine (hz.fun_pow s).congr_deriv ?_
  cases s with
  | zero => simp
  | succ n =>
    simp only [Nat.add_sub_cancel]
    ring
```

The theorem below says that for every natural $l$ and every real $x>0$ the wave is differentiable at $x$, and that its derivative function has a derivative `u''` there which satisfies the radial equation. Since the first part holds at every positive distance, `deriv (outgoingWave l)` is the true first derivative throughout a neighbourhood of $x$.

In the proof `C1` and `C2` are $c_l'$ and $c_l''$. The step `hgen` turns the telescoped identity, multiplied by $-4$, into the equation for the factor alone, and `hb` evaluates it at $z=i/(2x)$. The first derivative $u'=e^{ix}(ic_l+c_l')$ is `hu`; `hev` records that it holds near $x$, so that it may be differentiated again. The last line multiplies `hb` by $e^{ix}$ and uses $i^2=-1$ to cancel the remaining terms.

```lean
/-- For `x > 0` the outgoing wave is twice differentiable and solves the free radial equation
`u'' + (1 - l(l+1)/x²) u = 0`. -/
theorem outgoingWave_radial_equation (l : ℕ) {x : ℝ} (hx : 0 < x) :
    DifferentiableAt ℝ (outgoingWave l) x ∧
    ∃ u'' : ℂ, HasDerivAt (deriv (outgoingWave l)) u'' x ∧
      u'' + (1 - (l : ℂ) * (l + 1) / (x : ℂ) ^ 2) * outgoingWave l x = 0 := by
  let C1 : ℝ → ℂ := fun y => ∑ s ∈ Finset.range (l + 1),
    coeff l s * (2 * I * s * (I / (2 * (y : ℂ))) ^ (s + 1))
  let C2 : ℂ := ∑ s ∈ Finset.range (l + 1), coeff l s *
    (2 * I * s * (2 * I * ((s + 1 : ℕ) : ℂ) * (I / (2 * (x : ℂ))) ^ (s + 1 + 1)))
  have hE : ∀ y : ℝ, HasDerivAt (fun t : ℝ => cexp (I * (t : ℂ))) (cexp (I * (y : ℂ)) * I) y := by
    intro y
    have hid : HasDerivAt (fun t : ℝ => (t : ℂ)) 1 y := by
      simpa using (hasDerivAt_id y).ofReal_comp
    simpa using (hid.const_mul I).cexp
  have hc : ∀ y : ℝ, y ≠ 0 → HasDerivAt (curvedFactor l) (C1 y) y := fun y hy =>
    HasDerivAt.fun_sum fun s _ => (hasDerivAt_inverse_pow s hy).const_mul (coeff l s)
  have hC1 : HasDerivAt C1 C2 x :=
    HasDerivAt.fun_sum fun s _ =>
      ((hasDerivAt_inverse_pow (s + 1) hx.ne').const_mul (2 * I * (s : ℂ))).const_mul (coeff l s)
  -- the equation for the factor alone, with 1/x² = -4 z²
  have hgen : ∀ z q : ℂ, q = -4 * z ^ 2 →
      ∑ s ∈ Finset.range (l + 1), coeff l s *
        (2 * I * s * (2 * I * ((s + 1 : ℕ) : ℂ) * z ^ (s + 1 + 1)))
      + 2 * I * ∑ s ∈ Finset.range (l + 1), coeff l s * (2 * I * s * z ^ (s + 1))
      - (l : ℂ) * (l + 1) * q * ∑ s ∈ Finset.range (l + 1), coeff l s * z ^ s = 0 := by
    intro z q hq
    have hb := congrArg (fun w : ℂ => -4 * w) (centrifugal_balance l z)
    simp only [mul_zero] at hb
    rw [Finset.mul_sum] at hb
    rw [Finset.mul_sum, Finset.mul_sum, ← Finset.sum_add_distrib, ← Finset.sum_sub_distrib]
    refine Eq.trans (Finset.sum_congr rfl fun s _ => ?_) hb
    push_cast
    linear_combination (4 * (s : ℂ) * (s + 1) * coeff l s * z ^ (s + 2)
      + 4 * s * coeff l s * z ^ (s + 1)) * I_sq - (l : ℂ) * (l + 1) * coeff l s * z ^ s * hq
  have hb : C2 + 2 * I * C1 x
      - (l : ℂ) * (l + 1) * (1 / (x : ℂ) ^ 2) * curvedFactor l x = 0 :=
    hgen (I / (2 * (x : ℂ))) (1 / (x : ℂ) ^ 2)
      (by linear_combination (1 / (x : ℂ) ^ 2) * I_sq)
  have hu : ∀ y : ℝ, y ≠ 0 → HasDerivAt (outgoingWave l)
      (cexp (I * (y : ℂ)) * (I * curvedFactor l y + C1 y)) y := fun y hy =>
    ((hE y).fun_mul (hc y hy)).congr_deriv (by ring)
  have hev : deriv (outgoingWave l) =ᶠ[𝓝 x]
      fun y : ℝ => cexp (I * (y : ℂ)) * (I * curvedFactor l y + C1 y) := by
    filter_upwards [eventually_ne_nhds hx.ne'] with y hy
    exact (hu y hy).deriv
  refine ⟨(hu x hx.ne').differentiableAt, _, ((hE x).fun_mul
    (((hc x hx.ne').const_mul I).fun_add hC1)).congr_of_eventuallyEq hev, ?_⟩
  unfold outgoingWave
  linear_combination cexp (I * (x : ℂ)) * hb + cexp (I * (x : ℂ)) * curvedFactor l x * I_sq
```

## Value and slope at infinite distance

At $t=0$ only the term $s=0$ survives, and it equals $l!/l!=1$.

```lean
/-- At zero inverse distance the curved-wave factor is one. -/
theorem farFactor_zero (l : ℕ) : farFactor l 0 = 1 := by
  have h : (l.factorial : ℂ) ≠ 0 := by exact_mod_cast l.factorial_ne_zero
  simp [farFactor, Finset.sum_range_succ', coeff, h]
```

The slope is found by differentiating the sum term by term. The case $l=0$ is separate because it has no linear term. For $l=m+1$ the recursion at $s=0$ gives $a_1=(m+2)(m+1)$, which is $l(l+1)$, and all terms but $s=1$ vanish at $t=0$. The power rule for the square then doubles the slope of $F_l$.

```lean
/-- The squared factor has slope `i l(l+1)` in the inverse distance, at zero. -/
theorem farFactor_sq_slope (l : ℕ) :
    HasDerivAt (fun t : ℝ => farFactor l t ^ 2) (I * ((l : ℂ) * (l + 1))) 0 := by
  have ht : HasDerivAt (fun t : ℝ => I / 2 * (t : ℂ)) (I / 2) 0 := by
    simpa using ((hasDerivAt_id (0 : ℝ)).ofReal_comp).const_mul (I / 2)
  have hp : HasDerivAt (farFactor l) (I * ((l : ℂ) * (l + 1)) / 2) 0 := by
    have h := HasDerivAt.fun_sum (u := Finset.range (l + 1))
      fun s _ => (ht.fun_pow s).const_mul (coeff l s)
    refine HasDerivAt.congr_deriv h ?_
    cases l with
    | zero => simp
    | succ m =>
      have h0 : coeff (m + 1) 0 = 1 := by
        have hf : ((m + 1).factorial : ℂ) ≠ 0 := by exact_mod_cast (m + 1).factorial_ne_zero
        simp only [coeff, add_zero, Nat.sub_zero, Nat.factorial_zero, Nat.cast_one, one_mul]
        exact div_self hf
      have h1 : coeff (m + 1) 1 = ((m : ℂ) + 2) * (m + 1) := by
        have h := coeff_succ (Nat.succ_pos m)
        rw [h0] at h
        push_cast at h
        linear_combination h
      -- only the term linear in the inverse distance survives
      rw [Finset.sum_eq_single_of_mem 1 (by simp) (fun s _ hs => by
        rcases s with _ | _ | s
        · simp
        · exact absurd rfl hs
        · simp), h1]
      simp only [Nat.sub_self, pow_zero, Nat.cast_one]
      push_cast
      ring
  refine (hp.fun_pow 2).congr_deriv ?_
  rw [farFactor_zero]
  push_cast
  ring
```

The two forms of the factor are joined by $t=1/x$.

```lean
/-- The curved-wave factor at distance `x` is the polynomial taken at `1/x`. -/
theorem curvedFactor_eq (l : ℕ) (x : ℝ) : curvedFactor l x = farFactor l x⁻¹ := by
  unfold curvedFactor farFactor
  refine Finset.sum_congr rfl fun s _ => ?_
  have h : I / (2 * (x : ℂ)) = I / 2 * ((x⁻¹ : ℝ) : ℂ) := by
    push_cast
    ring
  rw [h]
```

## The limits for the square, the phase and the amplitude

`Tendsto … atTop (𝓝 …)` is the limit $x\to\infty$. The proof takes the difference quotient of $F_l^2$ for $t\to0^+$ and composes it with $t=1/x$, as in the derivation above.

```lean
/-- The out-and-back plane-wave error: `x (c_l(x)² - 1)` tends to `i l(l+1)` as `x` grows. -/
theorem plane_wave_error (l : ℕ) :
    Tendsto (fun x : ℝ => (x : ℂ) * (curvedFactor l x ^ 2 - 1)) atTop
      (𝓝 (I * ((l : ℂ) * (l + 1)))) := by
  have h := (farFactor_sq_slope l).tendsto_slope_zero_right.comp tendsto_inv_atTop_nhdsGT_zero
  refine h.congr fun x => ?_
  simp only [Function.comp_apply, inv_inv, zero_add, farFactor_zero, one_pow,
    Complex.real_smul, curvedFactor_eq]
```

The last theorem separates phase from amplitude. Here `arg` is the principal argument; since $c_l^2\to1$, it is close to zero at large $x$ and no jump of $2\pi$ interferes. The chain rule for the complex logarithm gives `hlog`, the difference quotient gives `h`, and taking imaginary and real parts gives the two limits.

```lean
/-- As `x` grows, `x` times the phase of `c_l(x)²` tends to `l(l+1)`, and `x` times the
logarithm of its modulus tends to zero. -/
theorem phase_and_amplitude_error (l : ℕ) :
    Tendsto (fun x : ℝ => x * (curvedFactor l x ^ 2).arg) atTop (𝓝 ((l : ℝ) * (l + 1))) ∧
    Tendsto (fun x : ℝ => x * Real.log ‖curvedFactor l x ^ 2‖) atTop (𝓝 0) := by
  have hlog : HasDerivAt (fun t : ℝ => Complex.log (farFactor l t ^ 2))
      (I * ((l : ℂ) * (l + 1))) 0 := by
    refine ((farFactor_sq_slope l).clog_real (by simp [farFactor_zero])).congr_deriv ?_
    simp [farFactor_zero]
  have h : Tendsto (fun x : ℝ => (x : ℂ) * Complex.log (curvedFactor l x ^ 2)) atTop
      (𝓝 (I * ((l : ℂ) * (l + 1)))) := by
    refine (hlog.tendsto_slope_zero_right.comp tendsto_inv_atTop_nhdsGT_zero).congr fun x => ?_
    simp only [Function.comp_apply, inv_inv, zero_add, farFactor_zero, one_pow,
      Complex.log_one, sub_zero, Complex.real_smul, curvedFactor_eq]
  -- imaginary part: phase; real part: amplitude
  have him : (I * ((l : ℂ) * (l + 1))).im = (l : ℝ) * (l + 1) := by simp
  have hre : (I * ((l : ℂ) * (l + 1))).re = 0 := by simp
  constructor
  · rw [← him]
    refine ((Complex.continuous_im.tendsto _).comp h).congr fun x => ?_
    simp only [Function.comp_apply, Complex.im_ofReal_mul, Complex.log_im]
  · rw [← hre]
    refine ((Complex.continuous_re.tendsto _).comp h).congr fun x => ?_
    simp only [Function.comp_apply, Complex.re_ofReal_mul, Complex.log_re]

end

end EXAFSCurvedWave
```

```lean
#print axioms EXAFSCurvedWave.outgoingWave_radial_equation
#print axioms EXAFSCurvedWave.plane_wave_error
#print axioms EXAFSCurvedWave.phase_and_amplitude_error
```

```
'EXAFSCurvedWave.outgoingWave_radial_equation' depends on axioms: [propext, Classical.choice, Quot.sound]
'EXAFSCurvedWave.plane_wave_error' depends on axioms: [propext, Classical.choice, Quot.sound]
'EXAFSCurvedWave.phase_and_amplitude_error' depends on axioms: [propext, Classical.choice, Quot.sound]
```

All three limits are taken at fixed $l$. They carry no bound on the remainder at a given $kR$ and no uniformity in $l$, so they say little when $l(l+1)$ is comparable to $kR$. The wave is free: the absorber's potential, its phase shifts and the higher partial waves scattered by an extended neighbour do not enter, and the last of these bring curvature corrections of their own. That the out-and-back path contributes the square $c_l^2$ is the physical input from the s-wave scatterer; the theorems start from that square.
